# Taking the absolute value of a lattice fermion wavefunction keeps the site occupations and never lowers the trace of the squared one-matrix

## Fermions and hard-core bosons with the same density

Put $N$ spinless fermions on a finite set of sites, with amplitude $\psi(x_0,\dots,x_{N-1})$ for finding particle $p$ on site $x_p$. Now remove all phases and keep $|\psi|$. The exchange signs are gone, so $|\psi|$ is a wavefunction of bosons. It still vanishes whenever two particles share a site, so these bosons have a hard core.

Every measurement of positions gives the same statistics in both states, because $|\psi|^2$ is unchanged. Coherence between different sites is another matter: it depends on relative phases, and it determines the momentum distribution and the hopping energy. The question is how the two one-particle density matrices compare.

Girardeau's mapping relates eigenstates of impenetrable bosons and free fermions in one dimension through a sign factor that depends on the order of the particles. For the ground state in a trap or between hard walls, the boson wavefunction is the absolute value of the fermion one. The comparison here keeps only the absolute value. It holds for any antisymmetric amplitude on any finite set of sites, and it says nothing about whether $|\psi|$ is an eigenstate of a Hamiltonian.

## What is compared, and how Lean expresses it

Write $N=n+1$ with $n\ge 0$, and let $r$ run over the positions of the other $n$ particles. The one-matrices of $\psi$ and $|\psi|$ are

$$g(i,k)=N\sum_r \psi(i,r)\,\overline{\psi(k,r)},\qquad b(i,k)=N\sum_r |\psi(i,r)|\,|\psi(k,r)| .$$

For antisymmetric $\psi$, the theorem `girardeau_comparison` states four things:

1. $|\psi|$ is unchanged by every permutation of the particles.
2. $b(i,i)=g(i,i)$ for every site $i$.
3. $b(i,k)$ is real and $|g(i,k)|\le b(i,k)$ for all $i,k$.
4. $\operatorname{tr} g^2\le \operatorname{tr} b^2$.

The sites form a finite type `ι`, and a configuration is a function `Fin (n + 1) → ι`. An element of `ι` may equally stand for a spin-orbital of a finite orthonormal basis, in which case the absolute value depends on the basis chosen. `IsAntisymmetric` demands a sign change under exchange of any two distinct particles, while `IsSymmetric` demands invariance under all permutations. `modulus ψ` is $|\psi|$, stored as a complex-valued function so that `oneMatrix` applies to it as well. In `oneMatrix`, `vecCons i r` puts particle 0 on site $i$ and the others at $r$.

Inequalities are stated between real numbers. Item 3 therefore bounds $|g(i,k)|$ by the real part of $b(i,k)$ and adds that its imaginary part is zero, and item 4 compares real parts of traces that are in fact real.

No normalisation is assumed. If $Z=\sum_x|\psi(x)|^2$ is nonzero, the physical one-matrices are $g/Z$ and $b/Z$, with the same $Z$ for both, so every comparison survives the division. The continuum and infinite lattices are not covered.

## The derivation

**Symmetry.** Exchanging two particles turns $\psi(x)$ into $-\psi(x)$ and leaves $|\psi(x)|$ alone. Every permutation is a product of exchanges, so $|\psi|$ is invariant under all of them.

**Diagonal.** Since $z\bar z=|z|^2$,
$$g(i,i)=N\sum_r|\psi(i,r)|^2=b(i,i).$$

**Off-diagonal elements.** The triangle inequality gives
$$|g(i,k)|=N\Big|\sum_r\psi(i,r)\overline{\psi(k,r)}\Big|\le N\sum_r|\psi(i,r)||\psi(k,r)|=b(i,k).$$

**Trace of the square.** Conjugating the definition gives $g(k,i)=\overline{g(i,k)}$, hence
$$\operatorname{tr}g^2=\sum_{i,k}g(i,k)\,g(k,i)=\sum_{i,k}|g(i,k)|^2\le\sum_{i,k}b(i,k)^2=\operatorname{tr}b^2 .$$
The last equality is the same identity applied to $|\psi|$.

For a normalised state, $\operatorname{tr}g^2$ is the sum of the squared natural occupation numbers. Both matrices have the same trace, so a larger value for $b$ means that, as measured by this sum of squares, the bosons are spread less evenly over their natural orbitals.

Only the first step uses antisymmetry. For $N=1$ there is no pair to exchange, $r$ takes a single (empty) value, and $|g(i,k)|=b(i,k)$.

## Hopping energy without a magnetic field

Let $h$ be a real symmetric one-body matrix with $h(i,k)\le 0$ for $i\ne k$. This is the usual hopping $-t$ with $t\ge0$; a magnetic field would in general make the elements complex. The energy is
$$E_h(\psi)=\sum_{i,k}h(i,k)\,\mathrm{Re}\,g(k,i).$$

The diagonal terms agree for $\psi$ and $|\psi|$. Off the diagonal, $\mathrm{Re}\,g(k,i)\le|g(k,i)|\le b(k,i)$, and multiplication by a nonpositive number reverses the order:
$$h(i,k)\,b(k,i)\le h(i,k)\,\mathrm{Re}\,g(k,i).$$
Summation gives $E_h(|\psi|)\le E_h(\psi)$. In this finite, purely one-body model, $|\psi|$ is thus a bosonic trial state whose energy is no higher than that of the fermion state it came from.

## A pair on four sites where the inequality is strict

For two particles let $\psi(i,j)=A(i,j)$. Then $g=2AA^\dagger$. Number the sites 0 to 3 and take the antisymmetric $A$ with
$$A(0,2)=A(0,3)=A(1,2)=1,\qquad A(1,3)=-1,$$
and zero for the pairs $\{0,1\}$ and $\{2,3\}$. The coherence between sites 0 and 1 has two contributions, one for each position of the other particle:
$$g(0,1)=2\,(1\cdot1+1\cdot(-1))=0,\qquad b(0,1)=2\,(1+1)=4 .$$

The same happens between sites 2 and 3. Altogether $g=4I$, with $I$ the identity matrix, while $b$ consists of two $2\times2$ blocks with every element equal to 4. So $\operatorname{tr}g^2=4\cdot16=64$ and $\operatorname{tr}b^2=8\cdot16=128$.

Here $Z=8$, and the normalised values are $64/8^2=1$ and $128/8^2=2$. The natural occupations are $\tfrac12,\tfrac12,\tfrac12,\tfrac12$ for the fermions and $1,1,0,0$ for the bosons.

## The largest natural occupation

The elementwise bound also orders the largest eigenvalues, a consequence that is argued here by hand and is not among the theorems in the file. Let $v$ be a normalised eigenvector of $g$ for its largest eigenvalue $\lambda_{\max}(g)$. Then
$$\lambda_{\max}(g)=\sum_{i,k}\overline{v_i}\,g(i,k)\,v_k\le\sum_{i,k}|v_i|\,b(i,k)\,|v_k|\le\lambda_{\max}(b),$$
where the last step is the variational principle for the normalised vector with components $|v_i|$. The most occupied natural orbital of $|\psi|$ therefore holds at least as many particles as that of $\psi$.

## The comparison in an exact-diagonalisation script

Suppose that a small calculation stores the amplitudes for all $L^N$ tuples on $L$ sites, in an array `psi` with one axis per particle. Both one-matrices are then matrix products:

```python
M = psi.reshape(L, -1)
g = N * M @ M.conj().T
B = abs(M)
b = N * B @ B.T
```

The diagonals of `g` and `b` must agree, and `abs(g)` must not exceed `b` anywhere, up to rounding. A violation points to an error in one of the two products, such as a missing complex conjugation when some amplitudes are not real. The test detects neither a wrong reshaping nor a wrong exchange sign, since the bounds hold for any matrix `M`. A code that stores only ordered configurations must first expand them to all tuples for these lines to apply.

## The Lean file

```lean
import Mathlib

open Matrix ComplexConjugate

namespace LatticeGirardeauComparison

noncomputable section

variable {ι : Type*} [Fintype ι] {n : ℕ}

/-- The wavefunction changes sign when any two distinct particles are exchanged. -/
def IsAntisymmetric {N : ℕ} (ψ : (Fin N → ι) → ℂ) : Prop :=
  ∀ p q : Fin N, p ≠ q → ∀ x, ψ (x ∘ Equiv.swap p q) = -ψ x

/-- The wavefunction is unchanged by every permutation of the particles. -/
def IsSymmetric {N : ℕ} (ψ : (Fin N → ι) → ℂ) : Prop :=
  ∀ (σ : Equiv.Perm (Fin N)) (x : Fin N → ι), ψ (x ∘ σ) = ψ x

/-- The pointwise absolute value of a wavefunction. -/
def modulus {N : ℕ} (ψ : (Fin N → ι) → ℂ) : (Fin N → ι) → ℂ :=
  fun x => (‖ψ x‖ : ℂ)

/-- The unnormalised density matrix of particle 0, multiplied by the particle number `n + 1`. For a
symmetric or antisymmetric `ψ` this is the one-particle density matrix. -/
def oneMatrix (ψ : (Fin (n + 1) → ι) → ℂ) : Matrix ι ι ℂ :=
  fun i k => ((n : ℂ) + 1) * ∑ r : Fin n → ι, ψ (vecCons i r) * conj (ψ (vecCons k r))

/-- The real part of the trace of a real matrix `h` times the one-matrix. For symmetric `h` and a
symmetric or antisymmetric `ψ` this is the unnormalised one-body energy. -/
def oneBodyEnergy (h : Matrix ι ι ℝ) (ψ : (Fin (n + 1) → ι) → ℂ) : ℝ :=
  ∑ i, ∑ k, h i k * (oneMatrix ψ k i).re

omit [Fintype ι] in
/-- The absolute value of an antisymmetric wavefunction is permutation symmetric. -/
theorem modulus_symmetric {N : ℕ} {ψ : (Fin N → ι) → ℂ} (hψ : IsAntisymmetric ψ) :
    IsSymmetric (modulus ψ) := by
  intro σ
  -- every permutation is a product of exchanges
  refine Equiv.Perm.swap_induction_on σ ?_ ?_
  · intro x
    rfl
  · intro f p q hpq ih x
    calc modulus ψ (x ∘ ⇑(Equiv.swap p q * f))
        = modulus ψ ((x ∘ Equiv.swap p q) ∘ f) := rfl
      _ = modulus ψ (x ∘ Equiv.swap p q) := ih _
      _ = modulus ψ x := by simp only [modulus, hψ p q hpq x, norm_neg]

/-- The one-matrices of a wavefunction and of its absolute value have the same diagonal. -/
theorem oneMatrix_diag (ψ : (Fin (n + 1) → ι) → ℂ) (i : ι) :
    oneMatrix (modulus ψ) i i = oneMatrix ψ i i := by
  simp only [oneMatrix, modulus]
  congr 1
  refine Finset.sum_congr rfl fun r _ => ?_
  rw [Complex.conj_ofReal, Complex.mul_conj, Complex.normSq_eq_norm_sq]
  push_cast
  ring

/-- The one-matrix of the absolute value is real, and its elements bound the magnitudes of the
one-matrix elements of the original wavefunction. -/
theorem norm_oneMatrix_le (ψ : (Fin (n + 1) → ι) → ℂ) (i k : ι) :
    ‖oneMatrix ψ i k‖ ≤ (oneMatrix (modulus ψ) i k).re ∧
      (oneMatrix (modulus ψ) i k).im = 0 := by
  have hb : oneMatrix (modulus ψ) i k =
      ((((n : ℝ) + 1) * ∑ r : Fin n → ι, ‖ψ (vecCons i r)‖ * ‖ψ (vecCons k r)‖ : ℝ) : ℂ) := by
    simp only [oneMatrix, modulus, Complex.conj_ofReal]
    push_cast
    rfl
  have hn : ‖(n : ℂ) + 1‖ = (n : ℝ) + 1 := by
    exact_mod_cast Complex.norm_natCast (n + 1)
  rw [hb]
  refine ⟨?_, Complex.ofReal_im _⟩
  rw [Complex.ofReal_re]
  simp only [oneMatrix]
  rw [norm_mul, hn]
  -- triangle inequality over the remaining particles
  refine mul_le_mul_of_nonneg_left ?_ (by positivity)
  refine (norm_sum_le _ _).trans (le_of_eq ?_)
  exact Finset.sum_congr rfl fun r _ => by simp

/-- The trace of the squared one-matrix is the sum of the squared magnitudes of its elements. -/
theorem trace_oneMatrix_sq (ψ : (Fin (n + 1) → ι) → ℂ) :
    trace (oneMatrix ψ * oneMatrix ψ) = ((∑ i, ∑ k, ‖oneMatrix ψ i k‖ ^ 2 : ℝ) : ℂ) := by
  -- the one-matrix is Hermitian
  have hherm : ∀ i k, oneMatrix ψ k i = conj (oneMatrix ψ i k) := by
    intro i k
    simp only [oneMatrix, map_mul, map_sum, map_add, map_natCast, map_one, Complex.conj_conj]
    congr 1
    exact Finset.sum_congr rfl fun r _ => mul_comm _ _
  simp only [Matrix.trace, Matrix.diag_apply, Matrix.mul_apply]
  rw [Complex.ofReal_sum]
  refine Finset.sum_congr rfl fun i _ => ?_
  rw [Complex.ofReal_sum]
  refine Finset.sum_congr rfl fun k _ => ?_
  rw [hherm i k, Complex.mul_conj, Complex.normSq_eq_norm_sq]

/-- The absolute value of an antisymmetric wavefunction is symmetric, has the same occupations, has
a real one-matrix that dominates the original one elementwise, and has at least as large a trace of
the squared one-matrix. -/
theorem girardeau_comparison {ψ : (Fin (n + 1) → ι) → ℂ} (hψ : IsAntisymmetric ψ) :
    IsSymmetric (modulus ψ) ∧
    (∀ i, oneMatrix (modulus ψ) i i = oneMatrix ψ i i) ∧
    (∀ i k, ‖oneMatrix ψ i k‖ ≤ (oneMatrix (modulus ψ) i k).re ∧
      (oneMatrix (modulus ψ) i k).im = 0) ∧
    (trace (oneMatrix ψ * oneMatrix ψ)).re ≤
      (trace (oneMatrix (modulus ψ) * oneMatrix (modulus ψ))).re := by
  refine ⟨modulus_symmetric hψ, oneMatrix_diag ψ, norm_oneMatrix_le ψ, ?_⟩
  rw [trace_oneMatrix_sq, trace_oneMatrix_sq, Complex.ofReal_re, Complex.ofReal_re]
  refine Finset.sum_le_sum fun i _ => Finset.sum_le_sum fun k _ => ?_
  exact pow_le_pow_left₀ (norm_nonneg _)
    ((norm_oneMatrix_le ψ i k).1.trans (Complex.re_le_norm _)) 2

/-- If all hopping elements between different sites are nonpositive, taking the absolute value of a
wavefunction does not raise the value of `oneBodyEnergy h`. -/
theorem oneBodyEnergy_modulus_le (h : Matrix ι ι ℝ) (hh : ∀ i k, i ≠ k → h i k ≤ 0)
    (ψ : (Fin (n + 1) → ι) → ℂ) :
    oneBodyEnergy h (modulus ψ) ≤ oneBodyEnergy h ψ := by
  refine Finset.sum_le_sum fun i _ => Finset.sum_le_sum fun k _ => ?_
  by_cases hik : i = k
  · subst hik
    rw [oneMatrix_diag]
  · exact mul_le_mul_of_nonpos_left
      ((Complex.re_le_norm _).trans (norm_oneMatrix_le ψ k i).1) (hh i k hik)

/-- The two-particle wavefunction with amplitude matrix `A`. -/
def pairState (A : Matrix ι ι ℂ) : (Fin 2 → ι) → ℂ :=
  fun x => A (x 0) (x 1)

/-- The one-matrix of a two-particle wavefunction is twice its amplitude matrix times the
conjugate transpose of that matrix. -/
theorem oneMatrix_pairState (A : Matrix ι ι ℂ) :
    oneMatrix (n := 1) (pairState A) = (2 : ℂ) • (A * Aᴴ) := by
  ext i k
  have hs : ∑ r : Fin 1 → ι, A i (r 0) * conj (A k (r 0)) = ∑ j, A i j * conj (A k j) :=
    (Equiv.funUnique (Fin 1) ι).sum_comp (fun j => A i j * conj (A k j))
  change (((1 : ℕ) : ℂ) + 1) * (∑ r : Fin 1 → ι, A i (r 0) * conj (A k (r 0))) =
    2 * ∑ j, A i j * conj (A k j)
  rw [hs]
  norm_num

/-- An antisymmetric pair amplitude on four sites. -/
def frustratedPair : Matrix (Fin 4) (Fin 4) ℂ :=
  !![0, 0, 1, 1; 0, 0, 1, -1; -1, -1, 0, 0; -1, 1, 0, 0]

/-- For this antisymmetric pair on four sites the trace of the squared one-matrix is 64, while
for its absolute value it is 128. -/
theorem girardeau_comparison_strict_witness :
    IsAntisymmetric (pairState frustratedPair) ∧
    trace (oneMatrix (n := 1) (pairState frustratedPair) *
      oneMatrix (n := 1) (pairState frustratedPair)) = 64 ∧
    trace (oneMatrix (n := 1) (modulus (pairState frustratedPair)) *
      oneMatrix (n := 1) (modulus (pairState frustratedPair))) = 128 := by
  refine ⟨?_, ?_, ?_⟩
  · intro p q hpq x
    have hswap : ∀ p q : Fin 2, p ≠ q →
        Equiv.swap p q 0 = 1 ∧ Equiv.swap p q 1 = 0 := by decide
    have hA : ∀ i j, frustratedPair j i = -frustratedPair i j := by
      intro i j
      fin_cases i <;> fin_cases j <;> simp [frustratedPair]
    simp only [pairState, Function.comp_apply, (hswap p q hpq).1, (hswap p q hpq).2]
    exact hA _ _
  · -- the two contributions to the element between sites 0 and 1, or 2 and 3, cancel
    have h1 : frustratedPair * frustratedPairᴴ =
        !![2, 0, 0, 0; 0, 2, 0, 0; 0, 0, 2, 0; 0, 0, 0, 2] := by
      ext i j
      fin_cases i <;> fin_cases j <;>
        simp [frustratedPair, Matrix.mul_apply, Fin.sum_univ_four] <;> norm_num
    rw [oneMatrix_pairState, h1]
    simp [Matrix.trace, Fin.sum_univ_four]
    norm_num
  · -- without signs the same two contributions add up
    have h0 : modulus (pairState frustratedPair) =
        pairState !![0, 0, 1, 1; 0, 0, 1, 1; 1, 1, 0, 0; 1, 1, 0, 0] := by
      have hm : ∀ i j, (‖frustratedPair i j‖ : ℂ) =
          (!![0, 0, 1, 1; 0, 0, 1, 1; 1, 1, 0, 0; 1, 1, 0, 0] : Matrix (Fin 4) (Fin 4) ℂ) i j := by
        intro i j
        fin_cases i <;> fin_cases j <;> simp [frustratedPair]
      funext x
      exact hm (x 0) (x 1)
    have h1 : (!![0, 0, 1, 1; 0, 0, 1, 1; 1, 1, 0, 0; 1, 1, 0, 0] : Matrix (Fin 4) (Fin 4) ℂ) *
        (!![0, 0, 1, 1; 0, 0, 1, 1; 1, 1, 0, 0; 1, 1, 0, 0] : Matrix (Fin 4) (Fin 4) ℂ)ᴴ =
        !![2, 2, 0, 0; 2, 2, 0, 0; 0, 0, 2, 2; 0, 0, 2, 2] := by
      ext i j
      fin_cases i <;> fin_cases j <;>
        simp [Matrix.mul_apply, Fin.sum_univ_four] <;> norm_num
    rw [h0, oneMatrix_pairState, h1]
    simp [Matrix.trace, Fin.sum_univ_four]
    norm_num

end

end LatticeGirardeauComparison
```

```lean
#print axioms LatticeGirardeauComparison.trace_oneMatrix_sq
#print axioms LatticeGirardeauComparison.girardeau_comparison
#print axioms LatticeGirardeauComparison.oneBodyEnergy_modulus_le
```

```
'LatticeGirardeauComparison.trace_oneMatrix_sq' depends on axioms: [propext, Classical.choice, Quot.sound]
'LatticeGirardeauComparison.girardeau_comparison' depends on axioms: [propext, Classical.choice, Quot.sound]
'LatticeGirardeauComparison.oneBodyEnergy_modulus_le' depends on axioms: [propext, Classical.choice, Quot.sound]
```

## How the proof follows the derivation

`modulus_symmetric` uses `Equiv.Perm.swap_induction_on`, which is the statement that exchanges generate all permutations. The identity permutation is immediate. For an exchange followed by a permutation `f`, the induction hypothesis removes `f`, and antisymmetry with `norm_neg` removes the exchange.

`oneMatrix_diag` compares the two sums term by term; `Complex.mul_conj` supplies $z\bar z=|z|^2$.

`norm_oneMatrix_le` first shows, as `hb`, that $b(i,k)$ is the complex copy of an explicit real number. This settles the imaginary part at once. The prefactor $N$ is then taken out of the norm, and `norm_sum_le` is the triangle inequality over the remaining particles.

`trace_oneMatrix_sq` proves Hermiticity as `hherm`, expands the trace of the product into a double sum, and replaces each $g(i,k)\,\overline{g(i,k)}$ by a squared magnitude. It holds for every wavefunction, so `girardeau_comparison` can apply it once to $\psi$ and once to $|\psi|$. The two double sums are then compared entry by entry, with `pow_le_pow_left₀` squaring the elementwise bound.

`oneBodyEnergy_modulus_le` separates $i=k$ from $i\ne k$. The first case is `oneMatrix_diag`. In the second, `mul_le_mul_of_nonpos_left` carries out the reversal of the inequality by a nonpositive hopping element. The theorem assumes neither antisymmetry of `ψ` nor symmetry of `h`, and the derivation of the inequality uses neither.

`oneMatrix_pairState` establishes $g=2AA^\dagger$. Its one real step identifies a sum over configurations of a single remaining particle with a sum over sites.

`girardeau_comparison_strict_witness` has three parts. Antisymmetry of `frustratedPair` is checked on all sixteen entries by `fin_cases`. For the first trace, `h1` computes $AA^\dagger=2I$, where the cancellation between the two contributions occurs. For the second, `h0` identifies the absolute value with the pair state of the unsigned matrix, and the corresponding product has two blocks with every element equal to 2, which the prefactor 2 turns into the blocks found above. The formula for pair states then gives 64 and 128.
